# In the kinetic-plus-exchange model, the unpolarised uniform electron gas has negative compressibility exactly when rs > π(9π/4)^(1/3)

Take a uniform gas of electrons on a neutralising background and let it expand, with the background following. Kinetic energy resists compression and exchange favours it. Per unit volume, the kinetic energy scales as n^(5/3) and the exchange energy as −n^(4/3), where n is the electron density, so exchange gains on kinetic energy as the gas becomes dilute. At some density the curvature of the energy changes sign, and with it the compressibility. With correlation left out, the crossing point has a closed form: about 6.03 bohr in the Wigner–Seitz radius rs.

The development is in Lean 4 with Mathlib, and all quantities are real numbers in Hartree atomic units.

```lean
import Mathlib

open Real

namespace UniformGasCompressibility

noncomputable section
```

## The energy of the gas and its two length scales

The energy per volume is

e(n) = (3/10)(3π²)^(2/3) n^(5/3) − (3/4)(3/π)^(1/3) n^(4/3).

The first term is the kinetic energy of a filled Fermi sphere with two electrons per orbital. The second is the exchange energy of the same determinant of plane waves. Both coefficients enter by definition; they are not derived here from the many-electron Hamiltonian. Correlation is absent, and including it would shift the threshold.

```lean
/-- Kinetic plus exchange energy per volume of the unpolarised uniform electron gas
of density `n ≥ 0`, in Hartree atomic units. -/
def energyDensity (n : ℝ) : ℝ :=
  3 / 10 * (3 * π ^ 2) ^ ((2 : ℝ) / 3) * n ^ ((5 : ℝ) / 3)
    - 3 / 4 * (3 / π) ^ ((1 : ℝ) / 3) * n ^ ((4 : ℝ) / 3)
```

The Wigner–Seitz radius is the radius of a sphere that holds one electron on average:

rs = (3/(4πn))^(1/3).

```lean
/-- The Wigner-Seitz radius `rs` of a gas of density `n > 0`. -/
def wignerSeitz (n : ℝ) : ℝ := (3 / (4 * π * n)) ^ ((1 : ℝ) / 3)
```

The Fermi wavevector is the radius of the occupied sphere in momentum space:

kF = (3π²n)^(1/3).

```lean
/-- The Fermi wavevector `kF` of an unpolarised gas of density `n ≥ 0`. -/
def fermiWavevector (n : ℝ) : ℝ := (3 * π ^ 2 * n) ^ ((1 : ℝ) / 3)
```

## Pressure and bulk modulus

For N electrons in volume V the energy is E = V e(N/V). Differentiating at fixed N gives the pressure

P = −dE/dV = n e′(n) − e(n).

In Lean, e′ is `deriv energyDensity`, the derivative of the function itself and not a formula supplied by hand.

```lean
/-- The pressure `P = n e'(n) - e(n)` of the gas at density `n > 0`. -/
def pressure (n : ℝ) : ℝ := n * deriv energyDensity n - energyDensity n
```

The inverse of the compressibility is the bulk modulus

B = n dP/dn.

Where B is nonzero, it has the same sign as the compressibility. Working with B avoids a division by zero at the threshold, where B vanishes.

```lean
/-- The bulk modulus `n dP/dn`, the inverse of the compressibility, at density `n > 0`. -/
def bulkModulus (n : ℝ) : ℝ := n * deriv pressure n
```

## The Fermi wavevector as the working variable

Fractional powers of n are awkward to differentiate and compare, while powers of kF are not. For n > 0, cubing the definition gives

kF > 0, kF³ = 3π²n.

The proof multiplies the exponents, (1/3)·3 = 1, which is legitimate because the base is nonnegative.

```lean
/-- At positive density the Fermi wavevector is positive and `kF³ = 3π²n`. -/
theorem fermiWavevector_pos_and_cube {n : ℝ} (hn : 0 < n) :
    0 < fermiWavevector n ∧ fermiWavevector n ^ 3 = 3 * π ^ 2 * n := by
  have key : ∀ x : ℝ, 0 ≤ x → (x ^ ((1 : ℝ) / 3)) ^ 3 = x := by
    intro x hx
    rw [← Real.rpow_natCast, ← Real.rpow_mul hx]
    norm_num
  exact ⟨Real.rpow_pos_of_pos (by positivity) _, key _ (by positivity)⟩
```

Differentiating kF³ = 3π²n gives 3kF² dkF/dn = 3π², hence

dkF/dn = π²/kF².

The Lean proof applies the power rule to (3π²n)^(1/3) and then uses the cube identity to simplify the result. `HasDerivAt` states both that the derivative exists and what it equals. This matters because `deriv` returns zero wherever a function is not differentiable.

```lean
/-- At positive density the Fermi wavevector grows with density at the rate `π²/kF²`. -/
theorem hasDerivAt_fermiWavevector {n : ℝ} (hn : 0 < n) :
    HasDerivAt fermiWavevector (π ^ 2 / fermiWavevector n ^ 2) n := by
  obtain ⟨hk, hcube⟩ := fermiWavevector_pos_and_cube hn
  have hne : 3 * π ^ 2 * n ≠ 0 := by positivity
  have h : HasDerivAt fermiWavevector
      (3 * π ^ 2 * 1 * (1 / 3) * (3 * π ^ 2 * n) ^ ((1 : ℝ) / 3 - 1)) n :=
    ((hasDerivAt_id' n).const_mul (3 * π ^ 2)).rpow_const (Or.inl hne)
  refine h.congr_deriv ?_
  rw [Real.rpow_sub_one hne]
  change 3 * π ^ 2 * 1 * (1 / 3) * (fermiWavevector n / (3 * π ^ 2 * n)) = _
  rw [← hcube]
  field_simp
```

Now rewrite the energy. Since (3π²)^(2/3) n^(2/3) = kF² and n = kF³/(3π²), the kinetic term is

(3/10) kF² n = kF⁵/(10π²).

For exchange, 3/π = 3π²/π³, so (3/π)^(1/3) = (3π²)^(1/3)/π, and the term becomes

(3/4)(kF/π) n = kF⁴/(4π³).

Together,

e = kF⁵/(10π²) − kF⁴/(4π³).

In the proof, `root` turns every fractional power into a whole power of a cube root. With a = (3π²)^(1/3) and b = n^(1/3), what remains is polynomial algebra in a and b with the single relation a³ = 3π².

```lean
/-- At positive density the energy density is `kF⁵/(10π²) - kF⁴/(4π³)`. -/
theorem energyDensity_eq {n : ℝ} (hn : 0 < n) :
    energyDensity n = fermiWavevector n ^ 5 / (10 * π ^ 2)
      - fermiWavevector n ^ 4 / (4 * π ^ 3) := by
  have root : ∀ x : ℝ, 0 ≤ x → ∀ m : ℕ,
      x ^ ((m : ℝ) / 3) = (x ^ ((1 : ℝ) / 3)) ^ m := by
    intro x hx m
    rw [← Real.rpow_natCast, ← Real.rpow_mul hx]
    congr 1
    ring
  -- every fractional power is a power of a cube root
  have h2 : (3 * π ^ 2) ^ ((2 : ℝ) / 3) = ((3 * π ^ 2) ^ ((1 : ℝ) / 3)) ^ 2 := by
    simpa only [Nat.cast_ofNat] using root (3 * π ^ 2) (by positivity) 2
  have h5 : n ^ ((5 : ℝ) / 3) = (n ^ ((1 : ℝ) / 3)) ^ 5 := by
    exact_mod_cast root n hn.le 5
  have h4 : n ^ ((4 : ℝ) / 3) = (n ^ ((1 : ℝ) / 3)) ^ 4 := by
    exact_mod_cast root n hn.le 4
  have ha : ((3 * π ^ 2) ^ ((1 : ℝ) / 3)) ^ 3 = 3 * π ^ 2 := by
    rw [← root _ (by positivity) 3]
    norm_num
  have hpi : (π ^ 3) ^ ((1 : ℝ) / 3) = π := by
    rw [← Real.rpow_natCast, ← Real.rpow_mul pi_pos.le]
    norm_num
  have hc : (3 / π) ^ ((1 : ℝ) / 3) = (3 * π ^ 2) ^ ((1 : ℝ) / 3) / π := by
    have h : 3 / π = 3 * π ^ 2 / π ^ 3 := by field_simp
    rw [h, Real.div_rpow (by positivity) (by positivity), hpi]
  have hk : fermiWavevector n = (3 * π ^ 2) ^ ((1 : ℝ) / 3) * n ^ ((1 : ℝ) / 3) :=
    Real.mul_rpow (by positivity) hn.le
  unfold energyDensity
  rw [hk, h2, h5, h4, hc]
  generalize (3 * π ^ 2) ^ ((1 : ℝ) / 3) = a at ha ⊢
  generalize n ^ ((1 : ℝ) / 3) = b
  have e5 : (a * b) ^ 5 = 3 * π ^ 2 * a ^ 2 * b ^ 5 := by
    linear_combination a ^ 2 * b ^ 5 * ha
  have e4 : (a * b) ^ 4 = 3 * π ^ 2 * a * b ^ 4 := by
    linear_combination a * b ^ 4 * ha
  rw [e5, e4]
  field_simp
```

## The chemical potential

By the chain rule,

e′(n) = (kF⁴/(2π²) − kF³/π³) · π²/kF² = kF²/2 − kF/π.

The first term is the Fermi energy of free electrons and the second is the exchange potential. The formula for e in terms of kF was shown only for n > 0, but a derivative needs it throughout a neighbourhood. The line with `filter_upwards` supplies this: every density close enough to a positive one is positive.

```lean
/-- At positive density the chemical potential `de/dn` is `kF²/2 - kF/π`. -/
theorem hasDerivAt_energyDensity {n : ℝ} (hn : 0 < n) :
    HasDerivAt energyDensity (fermiWavevector n ^ 2 / 2 - fermiWavevector n / π) n := by
  have hk := (fermiWavevector_pos_and_cube hn).1
  have hd := hasDerivAt_fermiWavevector hn
  have hg := ((hd.fun_pow 5).div_const (10 * π ^ 2)).fun_sub
    ((hd.fun_pow 4).div_const (4 * π ^ 3))
  refine (hg.congr_deriv ?_).congr_of_eventuallyEq ?_
  · simp only [Nat.cast_ofNat, Nat.reduceSub]
    field_simp
    ring
  · filter_upwards [Ioi_mem_nhds hn] with m hm using energyDensity_eq hm
```

In a Kohn–Sham code with the local density approximation, −kF/π is the exchange potential of an unpolarised system, evaluated at each grid point with the local density; the kinetic energy comes from the orbitals. A Thomas–Fermi–Dirac code, which has no orbitals, uses both terms of e′.

## The curvature and its sign

Differentiating once more,

e″(n) = (kF − 1/π) · π²/kF² = (π/kF²)(π kF − 1).

The prefactor is positive, so the sign of e″ is the sign of π kF − 1. The Lean proof repeats the previous pattern, with the formula for e′ as input.

```lean
/-- At positive density the second derivative of the energy density is
`(π/kF²)(π kF - 1)`. -/
theorem hasDerivAt_deriv_energyDensity {n : ℝ} (hn : 0 < n) :
    HasDerivAt (deriv energyDensity)
      (π / fermiWavevector n ^ 2 * (π * fermiWavevector n - 1)) n := by
  have hk := (fermiWavevector_pos_and_cube hn).1
  have hd := hasDerivAt_fermiWavevector hn
  have hg := ((hd.fun_pow 2).div_const 2).fun_sub (hd.div_const π)
  refine (hg.congr_deriv ?_).congr_of_eventuallyEq ?_
  · simp only [Nat.cast_ofNat, Nat.reduceSub, pow_one]
    field_simp
  · filter_upwards [Ioi_mem_nhds hn] with m hm using (hasDerivAt_energyDensity hm).deriv
```

The exchange part of e″ is −π/kF². In linear-response calculations on an unpolarised system, it is the exchange kernel of the adiabatic local density approximation for the density response. It diverges as n → 0, so codes commonly treat points of very low density separately.

To express the condition π kF < 1 through rs, multiply the two length scales:

rs kF = (3/(4πn) · 3π²n)^(1/3) = (9π/4)^(1/3).

The density has dropped out. Since rs > 0,

π kF < 1 ⇔ π rs kF < rs ⇔ π(9π/4)^(1/3) < rs.

The theorem says that for every n > 0 the second derivative `deriv (deriv energyDensity) n` is negative if and only if this last inequality holds. In the proof, `hrk` is the product identity, and the two directions multiply by, or remove, the positive factors rs and π/kF².

```lean
/-- At positive density the second derivative of the kinetic-plus-exchange energy density
is negative exactly when `rs > π (9π/4)^(1/3)`. -/
theorem second_deriv_neg_iff {n : ℝ} (hn : 0 < n) :
    deriv (deriv energyDensity) n < 0 ↔
      π * (9 * π / 4) ^ ((1 : ℝ) / 3) < wignerSeitz n := by
  have hk := (fermiWavevector_pos_and_cube hn).1
  have hr : 0 < wignerSeitz n := Real.rpow_pos_of_pos (by positivity) _
  -- the product of rs and kF does not depend on the density
  have hrk : (9 * π / 4) ^ ((1 : ℝ) / 3) = wignerSeitz n * fermiWavevector n := by
    unfold wignerSeitz fermiWavevector
    rw [← Real.mul_rpow (by positivity) (by positivity)]
    congr 1
    rw [div_mul_eq_mul_div, div_eq_div_iff (by norm_num) (by positivity)]
    ring
  have hc : 0 < π / fermiWavevector n ^ 2 := by positivity
  rw [(hasDerivAt_deriv_energyDensity hn).deriv, hrk]
  -- both sides say that π kF < 1
  constructor
  · intro h
    have h1 : π * fermiWavevector n - 1 < 0 := by
      by_contra h2
      linarith [mul_nonneg hc.le (not_lt.1 h2)]
    linarith [mul_neg_of_pos_of_neg hr h1]
  · intro h
    refine mul_neg_of_pos_of_neg hc ?_
    by_contra h2
    linarith [mul_nonneg hr.le (not_lt.1 h2)]
```

## The same threshold for the compressibility

From P = n e′ − e,

dP/dn = e′ + n e″ − e′ = n e″, and so B = n² e″.

As n² > 0, the bulk modulus is negative exactly when e″ is. The proof obtains `hP` from the product rule, using the differentiability of e and e′ established above, and then passes the sign through the factor n².

```lean
/-- At positive density the bulk modulus, the inverse of the compressibility, is negative
exactly when `rs > π (9π/4)^(1/3)`. -/
theorem bulkModulus_neg_iff {n : ℝ} (hn : 0 < n) :
    bulkModulus n < 0 ↔ π * (9 * π / 4) ^ ((1 : ℝ) / 3) < wignerSeitz n := by
  have h1 := (hasDerivAt_energyDensity hn).differentiableAt.hasDerivAt
  have h2 := (hasDerivAt_deriv_energyDensity hn).differentiableAt.hasDerivAt
  have hP : deriv pressure n = _ := (((hasDerivAt_id' n).fun_mul h2).fun_sub h1).deriv
  have h : bulkModulus n = n ^ 2 * deriv (deriv energyDensity) n := by
    unfold bulkModulus
    rw [hP]
    ring
  rw [h, ← second_deriv_neg_iff hn]
  constructor
  · intro h3
    by_contra h4
    linarith [mul_nonneg (sq_nonneg n) (not_lt.1 h4)]
  · exact fun h3 => mul_neg_of_pos_of_neg (by positivity) h3
```

In the Thomas–Fermi–Dirac functional, which takes both its kinetic and its exchange energy from the uniform gas, this fixes where the local energy density e stops being convex as the density falls. An exchange-only local density approximation in Kohn–Sham theory takes just the exchange term from the gas, and that term is concave at every density.

## From local curvature to phase separation

The sign of e″ at one density concerns infinitesimal changes. For a finite change, the curvature is needed over a whole interval. The condition π kF < 1 can be cubed:

(π kF)³ = 3π⁵ n < 1 ⇔ n < 1/(3π⁵),

which is about 0.00109 electrons per cubic bohr. Hence e″ < 0 for 0 < n < 1/(3π⁵). Since e is continuous on the closed interval, it is strictly concave on 0 ≤ n ≤ 1/(3π⁵), endpoints included.

Mathlib's criterion `strictConcaveOn_of_deriv2_neg` asks for just these two facts: continuity on the interval and a negative second derivative in its interior. The proof gets the second by contradiction, since π kF ≥ 1 would make the cube at least 1.

```lean
/-- The energy density is a strictly concave function of the density between
`0` and `1/(3π⁵)`. -/
theorem strictConcaveOn_energyDensity :
    StrictConcaveOn ℝ (Set.Icc 0 (1 / (3 * π ^ 5))) energyDensity := by
  have hcont : Continuous energyDensity := by
    unfold energyDensity
    exact (continuous_const.mul (continuous_id.rpow_const fun _ => Or.inr (by norm_num))).sub
      (continuous_const.mul (continuous_id.rpow_const fun _ => Or.inr (by norm_num)))
  refine strictConcaveOn_of_deriv2_neg (convex_Icc _ _) hcont.continuousOn ?_
  intro x hx
  rw [interior_Icc] at hx
  obtain ⟨hk, hcube⟩ := fermiWavevector_pos_and_cube hx.1
  change deriv (deriv energyDensity) x < 0
  rw [(hasDerivAt_deriv_energyDensity hx.1).deriv]
  refine mul_neg_of_pos_of_neg (by positivity) ?_
  -- compare the cubes of π kF and 1
  by_contra h
  have h1 : 1 ≤ (π * fermiWavevector x) ^ 3 := one_le_pow₀ (by linarith [not_lt.1 h])
  have h2 : x * (3 * π ^ 5) < 1 := (lt_div_iff₀ (by positivity)).1 hx.2
  rw [mul_pow, hcube] at h1
  linarith [show π ^ 3 * (3 * π ^ 2 * x) = x * (3 * π ^ 5) by ring]
```

If an orbital-free energy is minimised on a grid by Newton's method, with the density values themselves as the variables, then e″ at the local density, times the volume of a grid cell, is the contribution of these two terms to the diagonal of the Hessian. (With another variable, such as the square root of the density, the contribution is different.) It is negative wherever the density lies between zero and 1/(3π⁵), as in the tail of an atom. The full Hessian also contains the Hartree term and any gradient terms, so a negative local contribution does not by itself signal an instability.

Strict concavity at the midpoint of n − δ and n + δ, with δ > 0, reads

½ e(n − δ) + ½ e(n + δ) < e(n).

The left side is the mean energy density after the gas has separated into two equal volumes, one thinner and one denser, with the same total number of electrons. The theorem requires δ ≤ n and n + δ ≤ 1/(3π⁵), so both densities stay in the concave range. The case δ = n is allowed: half the volume is then empty. The proof applies the definition of strict concavity with both weights equal to 1/2.

```lean
/-- Separating a gas of density `n` into equal volumes of densities `n - δ ≥ 0` and
`n + δ ≤ 1/(3π⁵)`, with `δ > 0`, lowers its mean kinetic-plus-exchange energy density. -/
theorem separation_lowers_energy {n δ : ℝ} (hδ : 0 < δ) (hlow : δ ≤ n)
    (hhigh : n + δ ≤ 1 / (3 * π ^ 5)) :
    (energyDensity (n - δ) + energyDensity (n + δ)) / 2 < energyDensity n := by
  have hx : n - δ ∈ Set.Icc 0 (1 / (3 * π ^ 5)) := ⟨by linarith, by linarith⟩
  have hy : n + δ ∈ Set.Icc 0 (1 / (3 * π ^ 5)) := ⟨by linarith, hhigh⟩
  have h := strictConcaveOn_energyDensity.2 hx hy (by linarith : n - δ < n + δ).ne
    (by norm_num : (0 : ℝ) < 1 / 2) (by norm_num : (0 : ℝ) < 1 / 2) (by norm_num)
  simp only [smul_eq_mul] at h
  rw [show 1 / 2 * (n - δ) + 1 / 2 * (n + δ) = n by ring] at h
  linarith

end

end UniformGasCompressibility
```

The comparison counts bulk energies only. It assumes that each region is neutral, with the background following the electrons, and it ignores the cost of the interface. On a rigid background the separated regions would be charged, and their electrostatic energy would oppose the separation.

The inequality also gives a quick numerical check on an implementation of e: the second difference e(n + δ) − 2e(n) + e(n − δ) must come out negative for any permitted n and δ, provided that δ is large enough for rounding errors not to swamp it.

```lean
#print axioms UniformGasCompressibility.second_deriv_neg_iff
-- 'UniformGasCompressibility.second_deriv_neg_iff' depends on axioms: [propext, Classical.choice, Quot.sound]
#print axioms UniformGasCompressibility.bulkModulus_neg_iff
-- 'UniformGasCompressibility.bulkModulus_neg_iff' depends on axioms: [propext, Classical.choice, Quot.sound]
#print axioms UniformGasCompressibility.separation_lowers_energy
-- 'UniformGasCompressibility.separation_lowers_energy' depends on axioms: [propext, Classical.choice, Quot.sound]
```
